# For an exponential density, the virial of the Xα potential equals the local exchange energy only at α = 2/3

Let $r>0$ be the distance from the origin, $n(r)$ a spherical density and $v(r)$ a spherical potential. A prime denotes $d/dr$. The constant $C$ sets the strength of local exchange; for the spin-unpolarised electron gas in atomic units it is $\tfrac34(3/\pi)^{1/3}$, but here only its sign will matter.

## Density, energy and potentials

```lean
import Mathlib

open MeasureTheory Set

namespace SlaterPotentialVirial

noncomputable section
```

Mathlib supplies the calculus. The `open` line allows short names such as `Ioi` for an open half-line.

```lean
/-- The spherical exponential density `n(r) = N exp(-3br)`. -/
def density (N b r : ℝ) : ℝ := N * Real.exp (-(3 * b * r))
```

This is $n(r)=N e^{-3br}$. The number $N$ is the density at the origin, not the electron count. `density N b`, with $r$ left out, is the whole function $n$.

```lean
/-- The local exchange energy `E = -C ∫ 4πr² n^(4/3) dr` of a spherical density. -/
def exchangeEnergy (C : ℝ) (n : ℝ → ℝ) : ℝ :=
  -C * ∫ r in Ioi (0 : ℝ), 4 * Real.pi * r ^ 2 * n r ^ (4 / 3 : ℝ)
```

This is $E=-C\int_0^\infty 4\pi r^2 n^{4/3}\,dr$. The annotation `(4 / 3 : ℝ)` makes the exponent a real number, since integer division would give 1.

```lean
/-- The Slater potential `-2C n^(1/3)`. -/
def slaterPotential (C : ℝ) (n : ℝ → ℝ) (r : ℝ) : ℝ := -(2 * C) * n r ^ (1 / 3 : ℝ)
```

The Slater potential is $v_S=-2C\,n^{1/3}$. This is the local-density form, not the orbital-dependent average that bears the same name.

```lean
/-- The Xα potential: the Slater potential scaled by `α`. -/
def xAlphaPotential (α C : ℝ) (n : ℝ → ℝ) (r : ℝ) : ℝ := α * slaterPotential C n r
```

The Xα potential is $v_\alpha=\alpha v_S$, with $\alpha$ any real number. At $\alpha=2/3$ it is $-\tfrac43 C\,n^{1/3}$, the functional derivative of $E$.

```lean
/-- The exchange virial `-∫ 4πr³ n v' dr` of a spherical potential `v`. -/
def virial (n v : ℝ → ℝ) : ℝ :=
  -∫ r in Ioi (0 : ℝ), 4 * Real.pi * r ^ 3 * n r * deriv v r
```

The exchange virial is $-\int n\,\mathbf r\cdot\nabla v\,d^3r$, which for spherical functions becomes $-\int_0^\infty 4\pi r^3 n v'\,dr$. The exchange virial relation, as meant here, demands that it equal the local exchange energy $E$ defined above, which contains no $\alpha$. `deriv v r` is the actual derivative $v'(r)$.

```lean
/-- Half the interaction energy of the density with a potential, `½ ∫ 4πr² n v dr`. -/
def halfInteraction (n v : ℝ → ℝ) : ℝ :=
  1 / 2 * ∫ r in Ioi (0 : ℝ), 4 * Real.pi * r ^ 2 * n r * v r
```

This is $\tfrac12\int_0^\infty 4\pi r^2 n v\,dr$, the energy obtained by treating $v$ as an interaction potential and halving to avoid double counting.

## Moments and powers of an exponential

```lean
/-- The radial moments of an exponential: `∫ r^k exp(-ar) dr = k!/a^(k+1)` over `r > 0`. -/
theorem radial_moment (k : ℕ) {a : ℝ} (ha : 0 < a) :
    ∫ r in Ioi (0 : ℝ), r ^ k * Real.exp (-(a * r)) = (k.factorial : ℝ) / a ^ (k + 1) := by
  have h := Real.integral_rpow_mul_exp_neg_mul_Ioi
    (show (0 : ℝ) < (k : ℝ) + 1 by positivity) ha
  have e : (1 / a) ^ ((k : ℝ) + 1) = 1 / a ^ (k + 1) := by
    have hk : (k : ℝ) + 1 = ((k + 1 : ℕ) : ℝ) := (Nat.cast_succ k).symm
    rw [hk, Real.rpow_natCast, one_div_pow]
  rw [e, Real.Gamma_nat_eq_factorial] at h
  simp only [add_sub_cancel_right, Real.rpow_natCast] at h
  rw [h]
  ring
```

For $a>0$ and $k=0,1,2,\dots$, substitute $t=ar$:

$$\int_0^\infty r^k e^{-ar}dr=\frac{1}{a^{k+1}}\int_0^\infty t^k e^{-t}dt=\frac{k!}{a^{k+1}}.$$

The proof takes Mathlib's Gamma integral, with real exponents, and converts it to whole-number powers and a factorial.

```lean
/-- The cube root of the exponential density is an exponential with decay constant `b`. -/
theorem density_rpow_third {N : ℝ} (hN : 0 < N) (b r : ℝ) :
    density N b r ^ (1 / 3 : ℝ) = N ^ (1 / 3 : ℝ) * Real.exp (-(b * r)) := by
  have e : -(3 * b * r) * (1 / 3) = -(b * r) := by ring
  unfold density
  rw [Real.mul_rpow hN.le (Real.exp_pos _).le, ← Real.exp_mul, e]
```

For $N>0$, $n^{1/3}=N^{1/3}e^{-br}$. The hypothesis `hN : 0 < N` allows the power to be split over the product.

```lean
/-- The density to the power `4/3` is an exponential with decay constant `4b`. -/
theorem density_rpow_four_thirds {N : ℝ} (hN : 0 < N) (b r : ℝ) :
    density N b r ^ (4 / 3 : ℝ) = N * N ^ (1 / 3 : ℝ) * Real.exp (-(4 * b * r)) := by
  have hpos : 0 < density N b r := mul_pos hN (Real.exp_pos _)
  have e : Real.exp (-(4 * b * r)) = Real.exp (-(3 * b * r)) * Real.exp (-(b * r)) := by
    rw [← Real.exp_add]
    congr 1
    ring
  rw [show (4 / 3 : ℝ) = 1 + 1 / 3 by norm_num, Real.rpow_add hpos, Real.rpow_one,
    density_rpow_third hN, e]
  unfold density
  ring
```

Writing $n^{4/3}=n\cdot n^{1/3}$ gives $N\,N^{1/3}e^{-3br}e^{-br}=N^{4/3}e^{-4br}$. The proof makes the same split, with `Real.rpow_add`.

## The energy and the virial in closed form

```lean
/-- The exchange energy of the exponential density is `-πC N^(4/3)/(8b³)`,
with `N^(4/3)` written as `N · N^(1/3)`. -/
theorem exchangeEnergy_density {N b : ℝ} (hN : 0 < N) (hb : 0 < b) (C : ℝ) :
    exchangeEnergy C (density N b) =
      -(Real.pi * C * (N * N ^ (1 / 3 : ℝ)) / (8 * b ^ 3)) := by
  have h : ∀ r : ℝ, 4 * Real.pi * r ^ 2 * density N b r ^ (4 / 3 : ℝ) =
      4 * Real.pi * (N * N ^ (1 / 3 : ℝ)) * (r ^ 2 * Real.exp (-(4 * b * r))) := by
    intro r
    rw [density_rpow_four_thirds hN]
    ring
  have m : ∫ r in Ioi (0 : ℝ), r ^ 2 * Real.exp (-(4 * b * r)) = 2 / (4 * b) ^ 3 := by
    rw [radial_moment 2 (by positivity : 0 < 4 * b)]
    norm_num [Nat.factorial]
  unfold exchangeEnergy
  simp_rw [h]
  rw [integral_const_mul, m]
  generalize N ^ (1 / 3 : ℝ) = c
  field_simp
  ring
```

With $b>0$, the second moment at $a=4b$ gives

$$E=-4\pi C N^{4/3}\,\frac{2}{(4b)^3}=-\frac{\pi C N^{4/3}}{8b^3}.$$

In the proof, `h` rewrites the integrand, `m` supplies the moment, and `integral_const_mul` takes the constant out of the integral. `generalize` then replaces $N^{1/3}$ by a plain symbol, so that `field_simp` and `ring` face only ordinary algebra.

```lean
/-- The radial slope of the Xα potential of the exponential density. -/
theorem hasDerivAt_xAlphaPotential {N : ℝ} (hN : 0 < N) (α C b r : ℝ) :
    HasDerivAt (xAlphaPotential α C (density N b))
      (2 * α * C * b * N ^ (1 / 3 : ℝ) * Real.exp (-(b * r))) r := by
  have e : xAlphaPotential α C (density N b) =
      fun s => -(2 * α * C * N ^ (1 / 3 : ℝ)) * Real.exp (-(b * s)) := by
    funext s
    unfold xAlphaPotential slaterPotential
    rw [density_rpow_third hN]
    ring
  rw [e]
  have h : HasDerivAt (fun s : ℝ => -(b * s)) (-(b * 1)) r :=
    ((hasDerivAt_id' r).const_mul b).fun_neg
  exact (h.exp.const_mul (-(2 * α * C * N ^ (1 / 3 : ℝ)))).congr_deriv (by ring)
```

Since $v_\alpha=-2\alpha C N^{1/3}e^{-br}$, its slope is $v_\alpha'=2\alpha C b N^{1/3}e^{-br}$. `HasDerivAt` says that the derivative exists at $r$ and has this value.

```lean
/-- For the exponential density, the exchange virial of the Xα potential is `3α/2` times
the exchange energy. -/
theorem virial_xAlphaPotential {N b : ℝ} (hN : 0 < N) (hb : 0 < b) (α C : ℝ) :
    virial (density N b) (xAlphaPotential α C (density N b)) =
      3 * α / 2 * exchangeEnergy C (density N b) := by
  -- density times slope decays as exp(-4br); with the weight r³ this gives a third radial moment
  have h : ∀ r : ℝ, 4 * Real.pi * r ^ 3 * density N b r *
      deriv (xAlphaPotential α C (density N b)) r =
      8 * Real.pi * α * C * b * (N * N ^ (1 / 3 : ℝ)) *
        (r ^ 3 * Real.exp (-(4 * b * r))) := by
    intro r
    have e : Real.exp (-(4 * b * r)) = Real.exp (-(3 * b * r)) * Real.exp (-(b * r)) := by
      rw [← Real.exp_add]
      congr 1
      ring
    rw [(hasDerivAt_xAlphaPotential hN α C b r).deriv, e]
    unfold density
    ring
  have m : ∫ r in Ioi (0 : ℝ), r ^ 3 * Real.exp (-(4 * b * r)) = 6 / (4 * b) ^ 4 := by
    rw [radial_moment 3 (by positivity : 0 < 4 * b)]
    norm_num [Nat.factorial]
  rw [exchangeEnergy_density hN hb]
  unfold virial
  simp_rw [h]
  rw [integral_const_mul, m]
  generalize N ^ (1 / 3 : ℝ) = c
  field_simp
  ring
```

The product $n v_\alpha'$ decays as $e^{-4br}$, so the third moment gives

$$-\int_0^\infty 4\pi r^3 n v_\alpha'\,dr=-8\pi\alpha C b N^{4/3}\,\frac{6}{(4b)^4}=-\frac{3\pi\alpha C N^{4/3}}{16b^3}=\frac{3\alpha}{2}E.$$

The Lean proof follows the same route as for the energy: rewrite the integrand, insert the moment, compare the two closed forms. The sign of $C$ plays no part. The value $\tfrac{3\alpha}{2}E$ is also the exchange energy of the Xα method itself, whose functional derivative is $v_\alpha$. Measured against that energy, the virial relation holds for every $\alpha$; below, the comparison is with $E$.

## Which α satisfies the relation

```lean
/-- The Xα potential of the exponential density satisfies the exchange virial relation
exactly when `α = 2/3`. -/
theorem virial_relation_iff {N b C : ℝ} (hN : 0 < N) (hb : 0 < b) (hC : 0 < C) (α : ℝ) :
    virial (density N b) (xAlphaPotential α C (density N b)) =
      exchangeEnergy C (density N b) ↔ α = 2 / 3 := by
  have hE : exchangeEnergy C (density N b) ≠ 0 := by
    rw [exchangeEnergy_density hN hb]
    exact neg_ne_zero.mpr (by positivity)
  rw [virial_xAlphaPotential hN hb]
  constructor
  · intro h
    have h0 : (3 * α / 2 - 1) * exchangeEnergy C (density N b) = 0 := by
      linear_combination h
    rcases mul_eq_zero.mp h0 with h1 | h1
    · linarith
    · exact absurd h1 hE
  · rintro rfl
    ring
```

The symbol `↔` means "if and only if". Setting the virial equal to $E$ gives $(\tfrac{3\alpha}{2}-1)E=0$. For $C>0$ the closed form shows $E\neq0$, so $\alpha=2/3$; conversely, that value makes the factor vanish. The two bullets in the proof are these two directions.

```lean
/-- With the Slater potential the exchange virial of the exponential density is `3E/2`,
which lies strictly below the exchange energy `E`. -/
theorem slater_violates_virial {N b C : ℝ} (hN : 0 < N) (hb : 0 < b) (hC : 0 < C) :
    virial (density N b) (slaterPotential C (density N b)) =
        3 / 2 * exchangeEnergy C (density N b) ∧
      virial (density N b) (slaterPotential C (density N b)) <
        exchangeEnergy C (density N b) := by
  have e : slaterPotential C (density N b) = xAlphaPotential 1 C (density N b) := by
    funext r
    simp [xAlphaPotential]
  have hE : exchangeEnergy C (density N b) < 0 := by
    rw [exchangeEnergy_density hN hb]
    exact neg_lt_zero.mpr (by positivity)
  have hv := virial_xAlphaPotential hN hb 1 C
  rw [← e] at hv
  constructor <;> linarith
```

The Slater potential is the case $\alpha=1$, so its virial is $\tfrac32E$. Because $E<0$, this lies strictly below $E$. The symbol `∧` joins the two statements, and `linarith` derives both from the virial formula and the sign of $E$.

```lean
/-- Half the interaction energy of the exponential density with its Xα potential is `α`
times the exchange energy. -/
theorem halfInteraction_xAlphaPotential {N : ℝ} (hN : 0 < N) (b α C : ℝ) :
    halfInteraction (density N b) (xAlphaPotential α C (density N b)) =
      α * exchangeEnergy C (density N b) := by
  have h : ∀ r : ℝ, 4 * Real.pi * r ^ 2 * density N b r *
      xAlphaPotential α C (density N b) r =
      -(2 * α * C) * (4 * Real.pi * r ^ 2 * density N b r ^ (4 / 3 : ℝ)) := by
    intro r
    have hpos : 0 < density N b r := mul_pos hN (Real.exp_pos _)
    rw [show (4 / 3 : ℝ) = 1 + 1 / 3 by norm_num, Real.rpow_add hpos, Real.rpow_one]
    unfold xAlphaPotential slaterPotential
    ring
  unfold halfInteraction exchangeEnergy
  simp_rw [h]
  rw [integral_const_mul]
  ring
```

Here the integrands already agree up to a constant: $n v_\alpha=-2\alpha C\,n^{4/3}$, hence

$$\frac12\int_0^\infty4\pi r^2 n v_\alpha\,dr=-\alpha C\int_0^\infty4\pi r^2n^{4/3}dr=\alpha E.$$

No moment is needed, so the theorem does not ask for $b>0$. For $b\le0$ the integrals diverge and Lean assigns them the value zero, so only $b>0$ has physical content.

```lean
/-- For the exponential density, an Xα potential whose half-interaction energy equals the
exchange energy does not satisfy the exchange virial relation. -/
theorem energy_and_virial_incompatible {N b C : ℝ} (hN : 0 < N) (hb : 0 < b) (hC : 0 < C)
    (α : ℝ) (h : halfInteraction (density N b) (xAlphaPotential α C (density N b)) =
      exchangeEnergy C (density N b)) :
    virial (density N b) (xAlphaPotential α C (density N b)) ≠
      exchangeEnergy C (density N b) := by
  intro hv
  have hα := (virial_relation_iff hN hb hC α).mp hv
  have hE : exchangeEnergy C (density N b) < 0 := by
    rw [exchangeEnergy_density hN hb]
    exact neg_lt_zero.mpr (by positivity)
  rw [halfInteraction_xAlphaPotential hN, hα] at h
  linarith

end

end SlaterPotentialVirial
```

Suppose the half-interaction energy equals $E$ and the virial does too. The second condition forces $\alpha=2/3$, and the first then reads $\tfrac23E=E$, which is impossible for $E<0$. The Slater potential reproduces the energy as an interaction energy and fails the virial relation; $\alpha=2/3$ does the reverse.

```lean
#print axioms SlaterPotentialVirial.slater_violates_virial
-- 'SlaterPotentialVirial.slater_violates_virial' depends on axioms: [propext, Classical.choice, Quot.sound]
#print axioms SlaterPotentialVirial.energy_and_virial_incompatible
-- 'SlaterPotentialVirial.energy_and_virial_incompatible' depends on axioms: [propext, Classical.choice, Quot.sound]
```

## The virial on a radial grid

In an atomic density functional code that works on a radial grid, the integrals become weighted sums over the grid points. For local exchange, comparing the virial sum with $E$ is then a consistency check on a potential that is meant to be the functional derivative of $E$. A mismatch beyond grid error reveals a fault somewhere in the potential, the energy or the sums. Agreement does not prove the potential right: adding a constant to it, for example, leaves the virial unchanged. For the exponential density and local exchange treated here, using the Slater prefactor where the functional derivative was meant gives a ratio of $3/2$ instead of $1$.

If differentiating the tabulated potential is too noisy, integration by parts moves the derivative to the density:

$$-\int_0^\infty4\pi r^3 n v'\,dr=\int_0^\infty4\pi r^2\,(3n+r n')\,v\,dr,$$

where the boundary terms vanish for the functions considered here.

The theorems cover this one family of densities, with every $N,b>0$. That $\alpha=2/3$ also works for other well-behaved densities follows from the scaling of $E$ and its functional derivative, an argument the file does not formalise.
